# For a finite Hermitian matrix H, exp(−tH²) is diagonal in an eigenbasis of H, with entries exp(−tE²) at the energies E

Let H be a Hermitian complex matrix of finite size, read as a Hamiltonian whose eigenvalues are the energies, and let t be any real number. `exp_eq_applyFn` states that the matrix exponential of −tH² equals the matrix made by putting the numbers exp(−tE²), one for each eigenvalue E counted with multiplicity, on the diagonal in an orthonormal eigenbasis of H and changing back to the original basis. The proof first writes −tH² itself in this form, with −tE² on the diagonal. It then takes the exponential inside the change of basis and onto the diagonal, where `hv` is to show that the exponential of a vector is taken component by component.

The first attempt, which Lean rejects:

```lean
import Mathlib

open Matrix Module

namespace ExpEqApplyFn

noncomputable section

variable {n : Type*} [Fintype n] [DecidableEq n]

/-- The function `f(H)` of a Hermitian matrix, formed by applying `f` to the energies in the
eigenbasis of `H`. -/
def applyFn {H : Matrix n n ℂ} (hH : H.IsHermitian) (f : ℝ → ℂ) : Matrix n n ℂ :=
  (hH.eigenvectorUnitary : Matrix n n ℂ) * diagonal (fun i => f (hH.eigenvalues i)) *
    star (hH.eigenvectorUnitary : Matrix n n ℂ)

/-- For Hermitian `H`, the product of `f(H)` and `g(H)` is `(fg)(H)`. -/
theorem applyFn_mul {H : Matrix n n ℂ} (hH : H.IsHermitian) (f g : ℝ → ℂ) :
    applyFn hH f * applyFn hH g = applyFn hH (fun x => f x * g x) := by
  have hU := Matrix.mem_unitaryGroup_iff'.1 hH.eigenvectorUnitary.2
  unfold applyFn
  generalize (hH.eigenvectorUnitary : Matrix n n ℂ) = U at hU ⊢
  calc _ = U * diagonal (fun i => f (hH.eigenvalues i)) * (star U * U) *
        diagonal (fun i => g (hH.eigenvalues i)) * star U := by
        simp only [Matrix.mul_assoc]
    _ = _ := by
        rw [hU, Matrix.mul_one, Matrix.mul_assoc _ (diagonal _) (diagonal _),
          diagonal_mul_diagonal]

/-- Spectral theorem: the identity function applied to a Hermitian `H` returns `H`. -/
theorem applyFn_id {H : Matrix n n ℂ} (hH : H.IsHermitian) :
    applyFn hH (fun x => (x : ℂ)) = H := by
  have h := hH.spectral_theorem
  rw [Unitary.conjStarAlgAut_apply] at h
  exact h.symm

/-- For Hermitian `H`, the matrix exponential `exp(-t H²)` is the function `exp(-t x²)`
applied to the energies. -/
theorem exp_eq_applyFn {H : Matrix n n ℂ} (hH : H.IsHermitian) (t : ℝ) :
    NormedSpace.exp ((-(t : ℂ)) • (H * H)) =
      applyFn hH (fun x => Complex.exp (-(t : ℂ) * (x : ℂ) ^ 2)) := by
  have h1 : (-(t : ℂ)) • (H * H) = applyFn hH (fun x => -(t : ℂ) * (x : ℂ) ^ 2) := by
    have e := applyFn_mul hH (fun x => (x : ℂ)) (fun x => (x : ℂ))
    rw [applyFn_id] at e
    rw [e]
    unfold applyFn
    rw [← Matrix.smul_mul, ← Matrix.mul_smul, ← diagonal_smul]
    simp only [pow_two]
    rfl
  have hU := Matrix.mem_unitaryGroup_iff.1 hH.eigenvectorUnitary.2
  have hU' := Matrix.mem_unitaryGroup_iff'.1 hH.eigenvectorUnitary.2
  have hv : ∀ v : n → ℂ, NormedSpace.exp v = fun i => Complex.exp (v i) := by
    intro v
    funext i
    rw [Pi.exp_apply, Complex.exp_eq_exp_ℂ]
  rw [h1]
  unfold applyFn
  rw [← Matrix.inv_eq_right_inv hU, Matrix.exp_conj _ _ ⟨⟨_, _, hU, hU'⟩, rfl⟩,
    Matrix.exp_diagonal, hv]

end

end ExpEqApplyFn
```

The compiler's answer:

```
Main.lean:55:8: error(lean.unknownIdentifier): Unknown identifier `Pi.exp_apply`
```

The one message says that Lean finds no declaration called `Pi.exp_apply`. The proof of `hv` names it as the first rewrite, to turn component `i` of `NormedSpace.exp v` into the exponential of the number `v i`. With the name unknown, that rewrite cannot be made. The message finds no fault with the mathematical claim of `hv`.

The repair derives the missing fact from `NormedSpace.map_exp`, by which a continuous ring homomorphism commutes with the exponential. The homomorphism is `Pi.evalRingHom`, which takes a vector to its component `i`, and `continuous_apply i` supplies its continuity. The result `h` says that component `i` of `NormedSpace.exp v` is `NormedSpace.exp (v i)`, once evaluation is unfolded.

The rewrite with `Complex.exp_eq_exp_ℂ` is kept from the old line. It turns `Complex.exp` in the goal into `NormedSpace.exp`, so that `exact h` closes it. The added comment only explains the step.

The change, after which it compiles:

```diff
@@ -53,5 +53,8 @@
     intro v
     funext i
-    rw [Pi.exp_apply, Complex.exp_eq_exp_ℂ]
+    -- evaluation at a component is a continuous ring homomorphism
+    have h := NormedSpace.map_exp (Pi.evalRingHom (fun _ : n => ℂ) i) (continuous_apply i) v
+    rw [Complex.exp_eq_exp_ℂ]
+    exact h
   rw [h1]
   unfold applyFn
```
